# The RPA metric gives a real amplitude pair (X, Y) the indefinite norm X·X − Y·Y

In the random-phase approximation (RPA), an excitation is described by excitation amplitudes X and de-excitation amplitudes Y, and its norm is taken with the indefinite metric diag(1, −1). The theorem `metric_norm` states that for any two real vectors X and Y over the same finite index set, the quadratic form of this metric on the stacked vector (X, Y) equals X·X − Y·Y. The vectors need not solve the RPA equations or be normalised, so the value may be positive, zero or negative; under the usual normalisation of a positive-energy excitation it would be 1. The attempt is a single `simp` call that unfolds the metric, multiplies out the blocks and splits the dot product into sums over the two halves.

The failing Lean file:

```lean
import Mathlib

open Matrix

namespace MetricNorm

variable {ι : Type*} [Fintype ι] [DecidableEq ι]

/-- The indefinite RPA metric `diag(1, -1)`. -/
def metric (ι : Type*) [DecidableEq ι] : Matrix (ι ⊕ ι) (ι ⊕ ι) ℝ :=
  fromBlocks 1 0 0 (-1)

/-- The metric gives the pair `(X, Y)` the RPA norm `X·X - Y·Y`. -/
theorem metric_norm (X Y : ι → ℝ) :
    Sum.elim X Y ⬝ᵥ (metric ι *ᵥ Sum.elim X Y) = X ⬝ᵥ X - Y ⬝ᵥ Y := by
  simp [metric, fromBlocks_mulVec, dotProduct, Fintype.sum_sum_type, sub_eq_add_neg]

end MetricNorm
```

Lean reports:

```
Main.lean:15:68: error: unsolved goals
ι : Type u_1
inst✝¹ : Fintype ι
inst✝ : DecidableEq ι
X Y : ι → ℝ
⊢ ∑ a₂, Y a₂ * (-1 *ᵥ Y) a₂ = -∑ i, Y i * Y i
```

What went wrong. The message "unsolved goals" means that `simp` made progress but did not finish. The X terms are gone, and what remains is the Y part: the sum of `Y a₂ * (-1 *ᵥ Y) a₂` must equal minus the sum of `Y i * Y i`.

Here `-1` is the negative of the identity matrix, still applied to `Y`. `simp` can simplify the identity matrix acting on a vector, but in this term the minus sign stands between the two, and nothing in the call moves it out of the matrix-vector product. The given `sub_eq_add_neg` only rewrites subtraction as addition of a negative, so it does not help with this.

The repair adds `Matrix.neg_mulVec`, which turns `-1 *ᵥ Y` into `-(1 *ᵥ Y)`. `simp` can then reduce `1 *ᵥ Y` to `Y` and take the sign out of the product and the sum, which makes the two sides agree. The line break in the lemma list is mere tidying.

Fix (accepted with no message):

```diff
@@ -14,5 +14,6 @@
 theorem metric_norm (X Y : ι → ℝ) :
     Sum.elim X Y ⬝ᵥ (metric ι *ᵥ Sum.elim X Y) = X ⬝ᵥ X - Y ⬝ᵥ Y := by
-  simp [metric, fromBlocks_mulVec, dotProduct, Fintype.sum_sum_type, sub_eq_add_neg]
+  simp [metric, fromBlocks_mulVec, Matrix.neg_mulVec, dotProduct, Fintype.sum_sum_type,
+    sub_eq_add_neg]
 
 end MetricNorm
```
